# For non-interacting electrons on a finite lattice, lowering a site's energy never reduces its occupation at fixed chemical potential

An alloy component is represented here by one real number: the energy it adds to the site it occupies. Everything else in the one-electron Hamiltonian, including the hopping to and from that site, is the same for both components and forms the fixed environment. There is one orbital per site, the orbitals are orthonormal, and spin is left out. The sites form a finite type `n`, and the Hamiltonian is a complex matrix $H$ indexed by them.

```lean
import Mathlib

open Matrix

namespace AlloyChargeTransfer

noncomputable section

variable {n : Type*} [Fintype n] [DecidableEq n] {H : Matrix n n ℂ}
```

## Shifted Hamiltonian and site occupation

For a site $s$ and a real shift $a$, let

$$H_a = H + a\,|s\rangle\langle s| .$$

```lean
/-- The Hamiltonian `H` with the energy of site `s` shifted by the real number `a`. -/
def siteShift (H : Matrix n n ℂ) (s : n) (a : ℝ) : Matrix n n ℂ :=
  H + diagonal (fun x => if x = s then (a : ℂ) else 0)
```

The added diagonal matrix is real, so $H_a$ is Hermitian whenever $H$ is. The hypothesis `hH : H.IsHermitian` is the only condition placed on the environment.

```lean
omit [Fintype n] in
/-- A real shift of one site energy keeps a Hermitian Hamiltonian Hermitian. -/
theorem siteShift_isHermitian (hH : H.IsHermitian) (s : n) (a : ℝ) :
    (siteShift H s a).IsHermitian := by
  refine Matrix.IsHermitian.add hH ?_
  unfold Matrix.IsHermitian
  rw [Matrix.diagonal_conjTranspose]
  congr 1
  funext x
  by_cases h : x = s <;> simp [h]
```

Hermiticity provides real eigenvalues and an orthonormal eigenbasis. For two shifts $a$ and $b$, write

$$H_a u_i = \varepsilon_i u_i, \qquad H_b v_j = \eta_j v_j .$$

In the code, $\varepsilon_i$ is `level hH s a i`.

```lean
/-- The energy levels of the shifted Hamiltonian. -/
def level (hH : H.IsHermitian) (s : n) (a : ℝ) (i : n) : ℝ :=
  (siteShift_isHermitian hH s a).eigenvalues i
```

The state $u_i$ is `orbital hH s a i`, and its amplitude $u_i(s)$ is written `(orbital hH s a i).ofLp s`.

```lean
/-- An orthonormal basis of eigenstates of the shifted Hamiltonian. -/
def orbital (hH : H.IsHermitian) (s : n) (a : ℝ) (i : n) : EuclideanSpace ℂ n :=
  (siteShift_isHermitian hH s a).eigenvectorBasis i
```

Let a level of energy $x$ be filled with weight $f(x)$. The occupation of the shifted site, which is its electronic charge in units of one electron, is

$$N_a = \sum_i f(\varepsilon_i)\,|u_i(s)|^2 .$$

Another orthonormal basis within a degenerate level would give the same sum, because only the projector onto that level enters; this is a standard fact that the file does not state.

```lean
/-- The occupation of the shifted site `s` when a level of energy `x` is filled with
weight `f x`. -/
def occupation (f : ℝ → ℝ) (hH : H.IsHermitian) (s : n) (a : ℝ) : ℝ :=
  ∑ i, f (level hH s a i) * ‖(orbital hH s a i).ofLp s‖ ^ 2
```

At zero temperature, $f$ is 1 below the chemical potential $\mu$ and 0 otherwise. A level exactly at $\mu$ counts as empty, so $\mu$ need not avoid either spectrum.

```lean
/-- Zero-temperature filling: levels below `μ` are full, all others are empty. -/
def sharpFilling (μ x : ℝ) : ℝ := if x < μ then 1 else 0
```

At temperature $T$, measured in energy units, $f(x) = 1/(e^{(x-\mu)/T}+1)$. In both cases $\mu$ stands for an electron reservoir and is the same for the two components, so the total number of electrons may change with the shift.

```lean
/-- The Fermi function at chemical potential `μ` and temperature `T ≠ 0`, in energy units. -/
def fermi (T μ x : ℝ) : ℝ := 1 / (Real.exp ((x - μ) / T) + 1)
```

## From overlaps to an exact transfer formula

Evaluate $\langle u_i, H_b v_j\rangle$ and $\langle u_i, H_a v_j\rangle$, letting $H_b$ act to the right and $H_a$ to the left. The results are $\eta_j\langle u_i,v_j\rangle$ and $\varepsilon_i\langle u_i,v_j\rangle$. Since $H_b-H_a=(b-a)|s\rangle\langle s|$, subtraction gives

$$(\eta_j-\varepsilon_i)\langle u_i,v_j\rangle=(b-a)\,u_i(s)^*\,v_j(s).$$

In the proof, `hl` is the action to the left, and `h1` and `h2` are the two evaluations. Their difference removes the common term $\langle u_i,Hv_j\rangle$.

```lean
/-- The overlap of an eigenstate for shift `a` with one for shift `b`, times their energy
difference, equals `b - a` times the product of their amplitudes on the shifted site, the first
one conjugated. -/
theorem overlap_mul_gap (hH : H.IsHermitian) (s : n) (a b : ℝ) (i j : n) :
    ((level hH s b j - level hH s a i : ℝ) : ℂ) *
        inner ℂ (orbital hH s a i) (orbital hH s b j) =
      ((b - a : ℝ) : ℂ) *
        (star ((orbital hH s a i).ofLp s) * (orbital hH s b j).ofLp s) := by
  have eig : ∀ (c : ℝ) (k : n), siteShift H s c *ᵥ (orbital hH s c k).ofLp =
      (level hH s c k : ℂ) • (orbital hH s c k).ofLp := fun c k =>
    ((siteShift_isHermitian hH s c).mulVec_eigenvectorBasis k).trans
      (by funext x; simp [orbital, level])
  have hu := eig a i
  have hv := eig b j
  rw [EuclideanSpace.inner_eq_star_dotProduct, dotProduct_comm]
  generalize (orbital hH s a i).ofLp = u at *
  generalize (orbital hH s b j).ofLp = v at *
  -- the Hamiltonian with shift `a` acts to the left on its own eigenstate
  have hl : star u ᵥ* siteShift H s a = (level hH s a i : ℂ) • star u := by
    have h := congrArg star hu
    rw [Matrix.star_mulVec, (siteShift_isHermitian hH s a).eq] at h
    rw [h]
    funext x
    simp
  have h1 : star u ⬝ᵥ (siteShift H s a *ᵥ v) = (level hH s a i : ℂ) * (star u ⬝ᵥ v) := by
    rw [Matrix.dotProduct_mulVec, hl, smul_dotProduct, smul_eq_mul]
  have hd : ∀ c : ℝ, star u ⬝ᵥ (diagonal (fun x => if x = s then (c : ℂ) else 0) *ᵥ v) =
      (c : ℂ) * (star (u s) * v s) := by
    intro c
    simp [dotProduct, Matrix.mulVec_diagonal]
    ring
  have h2 := congrArg (fun w => star u ⬝ᵥ w) hv
  simp only [siteShift, Matrix.add_mulVec, dotProduct_add, hd, dotProduct_smul,
    smul_eq_mul] at h1 h2
  push_cast
  linear_combination h1 - h2
```

The states $v_j$ are complete, so for any state $x$

$$x(s)=\sum_j\langle v_j,x\rangle\,v_j(s).$$

The proof takes the basis expansion of $x$ and reads off its component at $s$.

```lean
/-- Completeness: the amplitude of any state on site `s` is recovered from its expansion in
the eigenstates of the shifted Hamiltonian. -/
theorem site_expansion (hH : H.IsHermitian) (s : n) (b : ℝ) (x : EuclideanSpace ℂ n) :
    x.ofLp s = ∑ j, inner ℂ (orbital hH s b j) x * (orbital hH s b j).ofLp s := by
  have h := congrArg (EuclideanSpace.proj s : EuclideanSpace ℂ n →L[ℂ] ℂ)
    ((siteShift_isHermitian hH s b).eigenvectorBasis.sum_repr' x)
  rw [map_sum] at h
  simp only [map_smul, smul_eq_mul] at h
  exact h.symm
```

Apply this to $x=u_i$, multiply by $(b-a)u_i(s)^*$, and insert the overlap identity:

$$\begin{aligned}
(b-a)|u_i(s)|^2&=\sum_j\langle v_j,u_i\rangle\,(b-a)\,u_i(s)^*v_j(s)\\
&=\sum_j(\eta_j-\varepsilon_i)\,|\langle u_i,v_j\rangle|^2 .
\end{aligned}$$

The `calc` block follows these lines in the complex numbers, and `Complex.ofReal_injective` carries the result back to the reals.

```lean
/-- Sum rule: `b - a` times the weight of an eigenstate on the shifted site is the sum of the
energy differences to all eigenstates for shift `b`, weighted by the squared overlaps. -/
theorem site_weight_sum_rule (hH : H.IsHermitian) (s : n) (a b : ℝ) (i : n) :
    (b - a) * ‖(orbital hH s a i).ofLp s‖ ^ 2 =
      ∑ j, (level hH s b j - level hH s a i) *
        ‖inner ℂ (orbital hH s a i) (orbital hH s b j)‖ ^ 2 := by
  apply Complex.ofReal_injective
  calc (((b - a) * ‖(orbital hH s a i).ofLp s‖ ^ 2 : ℝ) : ℂ)
      = ((b - a : ℝ) : ℂ) *
          (star ((orbital hH s a i).ofLp s) * (orbital hH s a i).ofLp s) := by
        rw [Complex.ofReal_mul, Complex.ofReal_pow, ← Complex.conj_mul']
        rfl
    _ = ((b - a : ℝ) : ℂ) * (star ((orbital hH s a i).ofLp s) *
          ∑ j, inner ℂ (orbital hH s b j) (orbital hH s a i) *
            (orbital hH s b j).ofLp s) := by
        rw [← site_expansion]
    _ = ∑ j, inner ℂ (orbital hH s b j) (orbital hH s a i) * (((b - a : ℝ) : ℂ) *
          (star ((orbital hH s a i).ofLp s) * (orbital hH s b j).ofLp s)) := by
        rw [Finset.mul_sum, Finset.mul_sum]
        exact Finset.sum_congr rfl fun j _ => by ring
    _ = _ := by
        rw [Complex.ofReal_sum]
        refine Finset.sum_congr rfl fun j _ => ?_
        rw [← overlap_mul_gap, ← inner_conj_symm (orbital hH s b j) (orbital hH s a i),
          Complex.ofReal_mul, Complex.ofReal_pow, ← Complex.conj_mul']
        ring
```

Exchanging the roles of $a$ and $b$ gives the companion rule, called `hB` in the proof:

$$(b-a)|v_j(s)|^2=\sum_i(\eta_j-\varepsilon_i)|\langle u_i,v_j\rangle|^2 .$$

Multiply the first rule by $f(\varepsilon_i)$ and sum over $i$, multiply the second by $f(\eta_j)$ and sum over $j$, then subtract:

$$(b-a)(N_a-N_b)=\sum_{i,j}\bigl(f(\varepsilon_i)-f(\eta_j)\bigr)(\eta_j-\varepsilon_i)\,|\langle u_i,v_j\rangle|^2 .$$

This holds for every real function $f$ and for shifts of any size.

```lean
/-- Exact charge-transfer formula: `b - a` times the difference of the site occupations is a
sum over pairs of eigenstates of filling difference, energy difference and squared overlap. -/
theorem charge_transfer_formula (f : ℝ → ℝ) (hH : H.IsHermitian) (s : n) (a b : ℝ) :
    (b - a) * (occupation f hH s a - occupation f hH s b) =
      ∑ i, ∑ j, (f (level hH s a i) - f (level hH s b j)) *
        (level hH s b j - level hH s a i) *
          ‖inner ℂ (orbital hH s a i) (orbital hH s b j)‖ ^ 2 := by
  have hB : ∀ j, (b - a) * ‖(orbital hH s b j).ofLp s‖ ^ 2 =
      ∑ i, (level hH s b j - level hH s a i) *
        ‖inner ℂ (orbital hH s a i) (orbital hH s b j)‖ ^ 2 := by
    intro j
    have h := site_weight_sum_rule hH s b a j
    rw [← neg_sub a b, neg_mul, h, ← Finset.sum_neg_distrib]
    refine Finset.sum_congr rfl fun i _ => ?_
    rw [norm_inner_symm]
    ring
  calc _ = ∑ i, f (level hH s a i) * ((b - a) * ‖(orbital hH s a i).ofLp s‖ ^ 2) -
        ∑ j, f (level hH s b j) * ((b - a) * ‖(orbital hH s b j).ofLp s‖ ^ 2) := by
        rw [occupation, occupation, mul_sub, Finset.mul_sum, Finset.mul_sum]
        congr 1 <;> exact Finset.sum_congr rfl fun _ _ => by ring
    _ = _ := by
        simp only [site_weight_sum_rule hH s a b, hB, Finset.mul_sum]
        rw [Finset.sum_comm (f := fun j i => f (level hH s b j) * _),
          ← Finset.sum_sub_distrib]
        refine Finset.sum_congr rfl fun i _ => ?_
        rw [← Finset.sum_sub_distrib]
        exact Finset.sum_congr rfl fun j _ => by ring
```

## The sign of the transfer

Now let $f$ be non-increasing, which is `Antitone f` in Lean. If $x\le y$, then $f(x)-f(y)$ and $y-x$ are both nonnegative; if $y\le x$, both are nonpositive. Their product is nonnegative in either case.

```lean
/-- For a non-increasing function `f` and any real numbers `x`, `y` and `w`, the product
`(f x - f y) * (y - x) * w ^ 2` is nonnegative. -/
theorem pair_term_nonneg {f : ℝ → ℝ} (hf : Antitone f) (x y w : ℝ) :
    0 ≤ (f x - f y) * (y - x) * w ^ 2 := by
  refine mul_nonneg ?_ (sq_nonneg w)
  rcases le_total x y with h | h
  · exact mul_nonneg (sub_nonneg.2 (hf h)) (sub_nonneg.2 h)
  · exact mul_nonneg_of_nonpos_of_nonpos (sub_nonpos.2 (hf h)) (sub_nonpos.2 h)
```

The double sum is therefore nonnegative. For $a<b$, the positive factor $b-a$ can be removed, which leaves $N_b\le N_a$; for $a=b$ the two occupations are the same. This compares the two components on the same site and in the same environment, for non-interacting electrons whose site energies are given and not determined self-consistently. It does not compare two different sites of one alloy: there the deeper site can hold less charge, because its surroundings may differ.

```lean
/-- For a filling that does not increase with energy, the component with the deeper site level holds
no less charge, in every fixed environment with Hermitian `H`. -/
theorem deeper_level_holds_more {f : ℝ → ℝ} (hf : Antitone f) (hH : H.IsHermitian) (s : n)
    {a b : ℝ} (hab : a ≤ b) : occupation f hH s b ≤ occupation f hH s a := by
  rcases hab.eq_or_lt with rfl | hlt
  · exact le_rfl
  have h : 0 ≤ (b - a) * (occupation f hH s a - occupation f hH s b) := by
    rw [charge_transfer_formula]
    exact Finset.sum_nonneg fun i _ => Finset.sum_nonneg fun j _ => pair_term_nonneg hf _ _ _
  by_contra hc
  have := mul_neg_of_pos_of_neg (sub_pos.2 hlt)
    (show occupation f hH s a - occupation f hH s b < 0 by linarith [not_le.1 hc])
  linarith
```

## When the two occupations agree

Suppose $a<b$ and $N_a=N_b$. The double sum is then zero, and since its terms are nonnegative, each of them vanishes.

Completeness applied to the state localised on $s$ gives $\sum_i|u_i(s)|^2=1$, and likewise for the $v_j$ (`total`). Some $u_i$ and some $v_j$ therefore have nonzero amplitude on $s$ (`visible`). For any such pair the right-hand side of the overlap identity is nonzero, so $\varepsilon_i\ne\eta_j$ and $\langle u_i,v_j\rangle\neq0$. The vanishing term then forces $f(\varepsilon_i)=f(\eta_j)$ (`key`).

Fix one such $j$. Every $u_k$ with weight on $s$ satisfies $f(\varepsilon_k)=f(\eta_j)$, and the remaining states contribute nothing to $N_a$. Hence

$$N_a=f(\eta_j)\sum_k|u_k(s)|^2=f(\eta_j).$$

```lean
/-- If two different shifts give the same occupation under a filling that does not increase
with energy, this occupation is the filling of some level for shift `b`, and a different
energy, a level for shift `a`, has the same filling. -/
theorem equal_charge_rigidity {f : ℝ → ℝ} (hf : Antitone f) (hH : H.IsHermitian) (s : n)
    {a b : ℝ} (hab : a < b) (heq : occupation f hH s b = occupation f hH s a) :
    ∃ i j, level hH s a i ≠ level hH s b j ∧ f (level hH s a i) = f (level hH s b j) ∧
      occupation f hH s a = f (level hH s b j) := by
  have total : ∀ c : ℝ, ∑ i, ‖(orbital hH s c i).ofLp s‖ ^ 2 = 1 := by
    intro c
    have h := site_expansion hH s c (EuclideanSpace.single s (1 : ℂ))
    have h1 : (EuclideanSpace.single s (1 : ℂ)).ofLp s = 1 := by simp
    simp only [EuclideanSpace.inner_single_right, one_mul, Complex.conj_mul'] at h
    rw [h1] at h
    exact_mod_cast h.symm
  have visible : ∀ c : ℝ, ∃ i, (orbital hH s c i).ofLp s ≠ 0 := by
    intro c
    by_contra! h
    have h1 := total c
    simp [h] at h1
  -- equal charges force every term of the transfer formula to vanish
  have hz := charge_transfer_formula f hH s a b
  rw [heq, sub_self, mul_zero] at hz
  have key : ∀ i j, (orbital hH s a i).ofLp s ≠ 0 → (orbital hH s b j).ofLp s ≠ 0 →
      level hH s a i ≠ level hH s b j ∧ f (level hH s a i) = f (level hH s b j) := by
    intro i j hi hj
    have h1 := (Finset.sum_eq_zero_iff_of_nonneg fun i _ =>
      Finset.sum_nonneg fun j _ => pair_term_nonneg hf _ _ _).1 hz.symm i (Finset.mem_univ i)
    have h2 := (Finset.sum_eq_zero_iff_of_nonneg fun j _ =>
      pair_term_nonneg hf _ _ _).1 h1 j (Finset.mem_univ j)
    have h3 : ((b - a : ℝ) : ℂ) *
        (star ((orbital hH s a i).ofLp s) * (orbital hH s b j).ofLp s) ≠ 0 :=
      mul_ne_zero (Complex.ofReal_ne_zero.2 (sub_pos.2 hab).ne')
        (mul_ne_zero (star_ne_zero.2 hi) hj)
    rw [← overlap_mul_gap] at h3
    have hgap := Complex.ofReal_ne_zero.1 (left_ne_zero_of_mul h3)
    have hov := pow_ne_zero 2 (norm_ne_zero_iff.2 (right_ne_zero_of_mul h3))
    refine ⟨fun h => hgap (sub_eq_zero.2 h.symm), sub_eq_zero.1 ?_⟩
    exact (mul_eq_zero.1 ((mul_eq_zero.1 h2).resolve_right hov)).resolve_right hgap
  obtain ⟨i, hi⟩ := visible a
  obtain ⟨j, hj⟩ := visible b
  refine ⟨i, j, (key i j hi hj).1, (key i j hi hj).2, ?_⟩
  rw [← mul_one (f (level hH s b j)), ← total a, Finset.mul_sum, occupation]
  refine Finset.sum_congr rfl fun k _ => ?_
  by_cases hk : (orbital hH s a k).ofLp s = 0
  · simp [hk]
  · rw [(key k j hk hj).2]
```

At zero temperature $f$ takes only the values 0 and 1, so equal occupations force $N_a$ to be 0 or 1. If $0<N_a<1$, the inequality is therefore strict. At $N_a=1$ equality can occur: on a single site with both shifted levels below $\mu$, both occupations are 1.

The theorem states the general inequality and the strict case together. Its proof first checks that the step function is non-increasing, then applies the two preceding results.

```lean
/-- Zero temperature: with all eigenstates below `μ` filled, the deeper site level holds no
less charge, and strictly more if `a < b` and its occupation lies strictly between 0 and 1. -/
theorem zero_temperature_transfer (hH : H.IsHermitian) (s : n) (μ : ℝ) {a b : ℝ}
    (hab : a < b) :
    occupation (sharpFilling μ) hH s b ≤ occupation (sharpFilling μ) hH s a ∧
      (0 < occupation (sharpFilling μ) hH s a → occupation (sharpFilling μ) hH s a < 1 →
        occupation (sharpFilling μ) hH s b < occupation (sharpFilling μ) hH s a) := by
  have hf : Antitone (sharpFilling μ) := by
    intro x y hxy
    unfold sharpFilling
    split_ifs <;> linarith
  have hle := deeper_level_holds_more hf hH s hab.le
  refine ⟨hle, fun h0 h1 => lt_of_le_of_ne hle fun heq => ?_⟩
  obtain ⟨i, j, -, -, h⟩ := equal_charge_rigidity hf hH s hab heq
  rw [h] at h0 h1
  unfold sharpFilling at h0 h1
  split_ifs at h0 h1 <;> linarith
```

For $T>0$ the Fermi function is strictly decreasing, so it cannot take the same value at the two different energies $\varepsilon_i$ and $\eta_j$. Equality is then impossible, and $N_b<N_a$ whenever $a<b$. In the proof, `hf.injective` supplies this contradiction.

```lean
/-- Positive temperature: with Fermi filling, the component with the strictly deeper site
level holds strictly more charge. -/
theorem fermi_transfer_strict (hH : H.IsHermitian) (s : n) (μ : ℝ) {T a b : ℝ} (hT : 0 < T)
    (hab : a < b) : occupation (fermi T μ) hH s b < occupation (fermi T μ) hH s a := by
  have hf : StrictAnti (fermi T μ) := by
    intro x y hxy
    unfold fermi
    have h : Real.exp ((x - μ) / T) < Real.exp ((y - μ) / T) :=
      Real.exp_lt_exp.2 (div_lt_div_of_pos_right (by linarith) hT)
    exact one_div_lt_one_div_of_lt (by positivity) (by linarith)
  refine lt_of_le_of_ne (deeper_level_holds_more hf.antitone hH s hab.le) fun heq => ?_
  obtain ⟨i, j, hne, h, -⟩ := equal_charge_rigidity hf.antitone hH s hab heq
  exact hne (hf.injective h)

end

end AlloyChargeTransfer
```

```lean
#print axioms AlloyChargeTransfer.site_weight_sum_rule
#print axioms AlloyChargeTransfer.zero_temperature_transfer
#print axioms AlloyChargeTransfer.fermi_transfer_strict
```

```
'AlloyChargeTransfer.site_weight_sum_rule' depends on axioms: [propext, Classical.choice, Quot.sound]
'AlloyChargeTransfer.zero_temperature_transfer' depends on axioms: [propext, Classical.choice, Quot.sound]
'AlloyChargeTransfer.fermi_transfer_strict' depends on axioms: [propext, Classical.choice, Quot.sound]
```
